# Talman's min-max level is the (q+1)-th lowest eigenvalue of a finite Hermitian matrix with a q×q lower block, if it lies above that block's spectrum

**Q.** I diagonalise a one-electron Dirac matrix with \(q\) lower-component basis functions, skip the \(q\) lowest eigenvalues, and take the next one as the electronic ground state. The matrix has negative-energy states, so plain minimisation can't justify that choice. What does?

**A.** A min-max principle, under a gap condition. Let there be \(p\ge1\) upper components \(x\) and \(q\) lower components \(y\), let \(A\) and \(D\) be Hermitian, and set

\[
H=\begin{pmatrix}A&B\\B^\dagger&D\end{pmatrix},\qquad
R(x,y)=\frac{\langle v,Hv\rangle}{\langle v,v\rangle},\quad v=(x,y),\qquad
L=\inf_{x\neq0}\,\sup_y R(x,y).
\]

If \(L\) exceeds every eigenvalue of \(D\), then \(L\) is the \((q+1)\)-th smallest eigenvalue of \(H\), counted with multiplicity. For this finite, one-particle matrix, your choice is then the min-max level.

**Q.** How are these objects written in Lean?

**A.** The types `m` and `n` label upper and lower basis functions, and a state is a complex vector on `m ⊕ n`.

```lean
import Mathlib

open Matrix

namespace TalmanMinMax

noncomputable section

variable {k m n : Type*} [Fintype k] [DecidableEq k] [Fintype m] [DecidableEq m]
  [Fintype n] [DecidableEq n]
```

The quotient uses the standard inner product, so the basis is orthonormal. With an overlap matrix, orthonormalise the upper and lower functions separately first. Taking the real part loses nothing for Hermitian matrices.

```lean
/-- The real part of the Rayleigh quotient of a nonzero state `v`; for Hermitian `M` this is the
quotient itself. -/
def rayleigh (M : Matrix k k ℂ) (v : k → ℂ) : ℝ := (star v ⬝ᵥ M *ᵥ v).re / (star v ⬝ᵥ v).re
```

The proof mostly uses the energy measured from a level \(t\), which I write \(Q_t^M(v)=\langle v,(M-t)v\rangle\).

```lean
/-- The energy form of `v` measured from the level `t`, that is the real part of `⟨v, (M - t) v⟩`.
-/
def excess (M : Matrix k k ℂ) (t : ℝ) (v : k → ℂ) : ℝ :=
  (star v ⬝ᵥ M *ᵥ v).re - t * (star v ⬝ᵥ v).re

/-- The Hamiltonian with upper block `A`, lower block `D` and coupling `B`. -/
def blockHam (A : Matrix m m ℂ) (B : Matrix m n ℂ) (D : Matrix n n ℂ) :
    Matrix (m ⊕ n) (m ⊕ n) ℂ := fromBlocks A B Bᴴ D
```

The level \(L\) is taken in the extended reals, where every infimum and supremum exists. The theorem later shows that it equals a real number.

```lean
/-- Talman's level: the infimum over nonzero upper parts `x` of the supremum over lower parts
`y` of the Rayleigh quotient, taken in the extended reals. -/
def talmanLevel (H : Matrix (m ⊕ n) (m ⊕ n) ℂ) : EReal :=
  ⨅ x : {x : m → ℂ // x ≠ 0}, ⨆ y : n → ℂ, (rayleigh H (Sum.elim x.1 y) : EReal)
```

**Q.** Why should that saddle point land on an eigenvalue?

**A.** By counting dimensions twice. The second count uses states \((ax,y)\) with \(x\) fixed, parametrised by the pair \((a,y)\):

```lean
/-- The trial states made of a multiple of the upper part `x` and any lower part. -/
def trial (x : m → ℂ) : ℂ × (n → ℂ) →ₗ[ℂ] (m ⊕ n → ℂ) where
  toFun p := Sum.elim (p.1 • x) p.2
  map_add' p q := by ext i; cases i <;> simp [add_mul]
  map_smul' c p := by ext i; cases i <;> simp [mul_assoc]
```

Since \(\langle v,v\rangle>0\) for \(v\ne0\), multiplying out the denominator shows that \(R\le t\) exactly when \(Q_t\le0\), and \(R\ge t\) exactly when \(Q_t\ge0\).

```lean
omit [DecidableEq k] in
/-- For nonzero `v`, comparing the Rayleigh quotient with `t` is the same as reading the sign of the
excess. -/
theorem rayleigh_iff (M : Matrix k k ℂ) {v : k → ℂ} (hv : v ≠ 0) (t : ℝ) :
    (rayleigh M v ≤ t ↔ excess M t v ≤ 0) ∧ (t ≤ rayleigh M v ↔ 0 ≤ excess M t v) := by
  have e : (star v ⬝ᵥ v).re = ∑ i, Complex.normSq (v i) := by
    simp [dotProduct, Complex.normSq_apply]
  obtain ⟨i, hi⟩ := Function.ne_iff.1 hv
  have h : 0 < (star v ⬝ᵥ v).re := e ▸ Finset.sum_pos'
    (fun j _ => Complex.normSq_nonneg _) ⟨i, Finset.mem_univ i, Complex.normSq_pos.2 hi⟩
  rw [rayleigh, excess, div_le_iff₀ h, le_div_iff₀ h, sub_nonpos, sub_nonneg]
  exact ⟨Iff.rfl, Iff.rfl⟩
```

Next, write \(M=U\,\mathrm{diag}(\lambda_i)\,U^\dagger\) and \(c=U^\dagger v\). Then

\[
Q_t^M(v)=\sum_i(\lambda_i-t)|c_i|^2 .
\]

A state with no components above \(t\) has \(Q_t\le0\); one with none below has \(Q_t\ge0\). Lean takes \(U\) from the spectral theorem and names the map \(v\mapsto c\) `C`.

```lean
/-- In suitable linear coordinates the excess is a sum of squared moduli, each weighted by the
signed difference (eigenvalue minus `t`). -/
theorem excess_spectral {M : Matrix k k ℂ} (hM : M.IsHermitian) :
    ∃ C : (k → ℂ) →ₗ[ℂ] (k → ℂ), ∀ t v,
      excess M t v = ∑ i, (hM.eigenvalues i - t) * Complex.normSq (C v i) := by
  obtain ⟨U, hU, hS⟩ : ∃ U : Matrix k k ℂ, U * Uᴴ = 1 ∧
      M = U * diagonal (fun i => (hM.eigenvalues i : ℂ)) * Uᴴ :=
    ⟨hM.eigenvectorUnitary, Matrix.mem_unitaryGroup_iff.1 hM.eigenvectorUnitary.2,
      hM.spectral_theorem⟩
  generalize hM.eigenvalues = δ at hS ⊢
  refine ⟨Uᴴ.mulVecLin, fun t v => ?_⟩
  have h1 : star v ⬝ᵥ M *ᵥ v
      = star (Uᴴ *ᵥ v) ⬝ᵥ (diagonal (fun i => (δ i : ℂ)) *ᵥ (Uᴴ *ᵥ v)) := by
    rw [star_mulVec, conjTranspose_conjTranspose, ← dotProduct_mulVec, hS]
    simp only [mulVec_mulVec, Matrix.mul_assoc]
  have h2 : star v ⬝ᵥ v = star (Uᴴ *ᵥ v) ⬝ᵥ (Uᴴ *ᵥ v) := by
    rw [star_mulVec, conjTranspose_conjTranspose, ← dotProduct_mulVec, mulVec_mulVec, hU,
      one_mulVec]
  rw [excess, h1, h2]
  simp only [mulVecLin_apply]
  generalize Uᴴ *ᵥ v = w
  simp only [dotProduct, mulVec_diagonal, Complex.re_sum]
  rw [Finset.mul_sum, ← Finset.sum_sub_distrib]
  refine Finset.sum_congr rfl fun i _ => ?_
  simp only [Pi.star_apply, RCLike.star_def, Complex.mul_re, Complex.mul_im, Complex.conj_re,
    Complex.conj_im, Complex.ofReal_re, Complex.ofReal_im, Complex.normSq_apply]
  ring
```

**Q.** Where does the block structure enter?

**A.** Through the lower half of the eigenvalue equation. Expanding in a change \(z\) of the lower part gives

\[
Q_t^H(x,y+z)=Q_t^H(x,y)+2\,\mathrm{Re}\,\langle z,\,B^\dagger x+Dy-ty\rangle+Q_t^D(z).
\]

If \(B^\dagger x+Dy=ty\), the middle term vanishes. In Lean, `pol` is this expansion, applied once to \(H\) and once to the identity, and `linear_combination` subtracts \(t\) times the second from the first.

```lean
variable {A : Matrix m m ℂ} {B : Matrix m n ℂ} {D : Matrix n n ℂ}

/-- If `(x, y)` solves the lower equation at energy `t`, changing `y` by `z` changes the
excess by that of `z` in the block `D`. -/
theorem excess_shift (hH : (blockHam A B D).IsHermitian) {x : m → ℂ} {y : n → ℂ} {t : ℝ}
    (h : Bᴴ *ᵥ x + D *ᵥ y = (t : ℂ) • y) (z : n → ℂ) :
    excess (blockHam A B D) t (Sum.elim x (y + z))
      = excess (blockHam A B D) t (Sum.elim x y) + excess D t z := by
  have pol : ∀ M : Matrix (m ⊕ n) (m ⊕ n) ℂ, M.IsHermitian → ∀ v w,
      (star (v + w) ⬝ᵥ M *ᵥ (v + w)).re = (star v ⬝ᵥ M *ᵥ v).re + (star w ⬝ᵥ M *ᵥ w).re
        + 2 * (star w ⬝ᵥ M *ᵥ v).re := by
    intro M hM v w
    have h1 : star v ⬝ᵥ M *ᵥ w = star (star w ⬝ᵥ M *ᵥ v) := by
      rw [Matrix.star_dotProduct, star_mulVec, hM.eq, ← dotProduct_mulVec]
    have hr := (congrArg Complex.re h1).trans (Complex.conj_re (star w ⬝ᵥ M *ᵥ v))
    simp only [star_add, mulVec_add, add_dotProduct, dotProduct_add, Complex.add_re]
    linarith
  have e : Sum.elim x (y + z) = Sum.elim x y + Sum.elim (0 : m → ℂ) z := by
    ext i; cases i <;> simp
  have c1 : ∀ x' y', star (Sum.elim (0 : m → ℂ) z) ⬝ᵥ blockHam A B D *ᵥ Sum.elim x' y'
      = star z ⬝ᵥ (Bᴴ *ᵥ x' + D *ᵥ y') := by
    intro x' y'
    simp [blockHam, fromBlocks_mulVec, dotProduct, Fintype.sum_sum_type]
  have c2 : ∀ (x' : m → ℂ) y', star (Sum.elim (0 : m → ℂ) z) ⬝ᵥ Sum.elim x' y'
      = star z ⬝ᵥ y' := by
    intro x' y'
    simp [dotProduct, Fintype.sum_sum_type]
  have p1 := pol _ hH (Sum.elim x y) (Sum.elim 0 z)
  have p2 := pol 1 isHermitian_one (Sum.elim x y) (Sum.elim 0 z)
  simp only [c1, h, mulVec_zero, zero_add, dotProduct_smul, smul_eq_mul,
    Complex.re_ofReal_mul] at p1
  simp only [one_mulVec, c2] at p2
  simp only [excess, e]
  linear_combination p1 - t * p2
```

**Q.** And the first count?

**A.** It bounds \(L\) from above. Let \(t\) lie above the spectrum of \(D\), so \(Q_t^D(z)<0\) for \(z\ne0\), and let fewer than \(p\) eigenvalues of \(H\) exceed \(t\). Require that \(v=(x,y)\) has no components above \(t\) and solves the lower equation. These are fewer than \(p+q\) linear conditions on \(p+q\) unknowns, so some \(v\ne0\) satisfies them, and \(Q_t^H(v)\le0\).

If \(x=0\), then \(y\neq0\) and \(Dy=ty\), so \(Q_t^D(y)=0\), a contradiction. Hence \(x\ne0\), and for every \(y'\)

\[
Q_t^H(x,y')=Q_t^H(x,y)+Q_t^D(y'-y)\le0 .
\]

So \(\sup_{y'}R(x,y')\le t\), and \(L\le t\). In the code, `f` collects the conditions and a nonzero vector in its kernel is \(v\).

```lean
/-- If `D` lies below `t` and fewer eigenvalues lie above `t` than there are upper components, some
nonzero upper part has no partner of mean energy above `t`. -/
theorem exists_upper (hH : (blockHam A B D).IsHermitian) {t : ℝ}
    (hD : ∀ z, z ≠ 0 → excess D t z < 0)
    (hc : Fintype.card {i // t < hH.eigenvalues i} < Fintype.card m) :
    ∃ x : m → ℂ, x ≠ 0 ∧ ∀ y, excess (blockHam A B D) t (Sum.elim x y) ≤ 0 := by
  obtain ⟨C, hC⟩ := excess_spectral hH
  -- a state without components above `t` that also solves the lower equation
  let f : (m ⊕ n → ℂ) →ₗ[ℂ] ({i // t < hH.eigenvalues i} → ℂ) × (n → ℂ) :=
    (LinearMap.funLeft ℂ ℂ Subtype.val ∘ₗ C).prod (LinearMap.funLeft ℂ ℂ Sum.inr ∘ₗ
      ((blockHam A B D).mulVecLin - (t : ℂ) • LinearMap.id))
  have hf : Module.finrank ℂ (({i // t < hH.eigenvalues i} → ℂ) × (n → ℂ))
      < Module.finrank ℂ (m ⊕ n → ℂ) := by
    rw [Module.finrank_prod, Module.finrank_fintype_fun_eq_card,
      Module.finrank_fintype_fun_eq_card, Module.finrank_fintype_fun_eq_card, Fintype.card_sum]
    omega
  obtain ⟨v, hv, hv0⟩ := Submodule.exists_mem_ne_zero_of_ne_bot
    (LinearMap.ker_ne_bot_of_finrank_lt (f := f) hf)
  obtain ⟨x, y, rfl⟩ : ∃ x y, v = Sum.elim x y :=
    ⟨v ∘ Sum.inl, v ∘ Sum.inr, (Sum.elim_comp_inl_inr v).symm⟩
  have hv' := LinearMap.mem_ker.1 hv
  have h1 : excess (blockHam A B D) t (Sum.elim x y) ≤ 0 := by
    rw [hC]
    refine Finset.sum_nonpos fun i _ => ?_
    rcases le_or_gt (hH.eigenvalues i) t with h | h
    · exact mul_nonpos_iff.2 (Or.inr ⟨sub_nonpos.2 h, Complex.normSq_nonneg _⟩)
    · have h0 : C (Sum.elim x y) i = 0 := congrFun (congrArg Prod.fst hv') ⟨i, h⟩
      simp [h0]
  have h2 : Bᴴ *ᵥ x + D *ᵥ y = (t : ℂ) • y := by
    ext j
    have h3 : (blockHam A B D *ᵥ Sum.elim x y) (Sum.inr j) - (t : ℂ) * y j = 0 :=
      congrFun (congrArg Prod.snd hv') j
    simp only [blockHam, fromBlocks_mulVec, Sum.elim_inr, Sum.elim_comp_inl,
      Sum.elim_comp_inr] at h3
    exact sub_eq_zero.1 h3
  refine ⟨x, ?_, fun y' => ?_⟩
  · rintro rfl
    have h4 := hD y (by rintro rfl; exact hv0 (by ext i; cases i <;> rfl))
    rw [mulVec_zero, zero_add] at h2
    rw [excess, h2, dotProduct_smul, smul_eq_mul, Complex.re_ofReal_mul, sub_self] at h4
    exact lt_irrefl _ h4
  · have h5 := excess_shift hH h2 (y' - y)
    rw [add_sub_cancel] at h5
    have h6 : excess D t (y' - y) ≤ 0 := by
      rcases eq_or_ne (y' - y) 0 with h | h
      · simp [h, excess]
      · exact (hD _ h).le
    linarith
```

The second count bounds \(L\) from below. Let \(t\) again lie above the spectrum of \(D\), let at most \(q\) eigenvalues of \(H\) lie below \(t\), and fix \(x\). The pairs \((a,y)\) form a space of dimension \(q+1\), so some nonzero pair gives a state \((ax,y)\) without components below \(t\), and \(Q_t^H(ax,y)\ge0\). If \(a=0\), then \(y\ne0\) and \(Q_t^D(y)\ge0\), which is impossible. Dividing by \(a\) gives \(Q_t^H(x,y/a)\ge0\). For \(x\neq0\) this means \(R(x,y/a)\ge t\), and since \(x\) was arbitrary, \(L\ge t\).

```lean
/-- If `D` lies below `t` and at most as many eigenvalues lie below `t` as there are lower
components, every upper part has a partner with nonnegative excess. -/
theorem exists_lower (hH : (blockHam A B D).IsHermitian) {t : ℝ}
    (hD : ∀ z, z ≠ 0 → excess D t z < 0)
    (hc : Fintype.card {i // hH.eigenvalues i < t} ≤ Fintype.card n) (x : m → ℂ) :
    ∃ y, 0 ≤ excess (blockHam A B D) t (Sum.elim x y) := by
  obtain ⟨C, hC⟩ := excess_spectral hH
  let f : ℂ × (n → ℂ) →ₗ[ℂ] ({i // hH.eigenvalues i < t} → ℂ) :=
    LinearMap.funLeft ℂ ℂ Subtype.val ∘ₗ C ∘ₗ trial x
  have hf : Module.finrank ℂ ({i // hH.eigenvalues i < t} → ℂ)
      < Module.finrank ℂ (ℂ × (n → ℂ)) := by
    rw [Module.finrank_prod, Module.finrank_self, Module.finrank_fintype_fun_eq_card,
      Module.finrank_fintype_fun_eq_card]
    omega
  have key : ∀ p, f p = 0 → 0 ≤ excess (blockHam A B D) t (trial x p) := by
    intro p hp
    rw [hC]
    refine Finset.sum_nonneg fun i _ => ?_
    rcases lt_or_ge (hH.eigenvalues i) t with h | h
    · have h0 : C (trial x p) i = 0 := congrFun hp ⟨i, h⟩
      simp [h0]
    · exact mul_nonneg (sub_nonneg.2 h) (Complex.normSq_nonneg _)
  obtain ⟨⟨a, y⟩, hp, hp0⟩ := Submodule.exists_mem_ne_zero_of_ne_bot
    (LinearMap.ker_ne_bot_of_finrank_lt (f := f) hf)
  have ha : a ≠ 0 := by
    rintro rfl
    have h1 := key _ (LinearMap.mem_ker.1 hp)
    have e : trial x (0, y) = Sum.elim (0 : m → ℂ) y := by
      ext i; cases i <;> simp [trial]
    have h0 := excess_shift hH (x := 0) (y := 0) (t := t) (by simp) y
    have e0 : excess (blockHam A B D) t (Sum.elim (0 : m → ℂ) (0 : n → ℂ)) = 0 := by
      simp [excess]
    simp only [e0, zero_add] at h0
    rw [e] at h1
    linarith [hD y (by rintro rfl; exact hp0 rfl)]
  -- rescale so that the upper part is exactly `x`
  have h1 := key _ (LinearMap.mem_ker.1 (Submodule.smul_mem _ a⁻¹ hp))
  have e : trial x (a⁻¹ • (a, y)) = Sum.elim x (a⁻¹ • y) := by
    ext i; cases i <;> simp [trial, ha]
  exact ⟨a⁻¹ • y, e ▸ h1⟩
```

**Q.** The final theorem never says "\((q+1)\)-th". It has some number `E`.

**A.** It fixes `E` by counting. At most \(q\) eigenvalues below \(E\) means \(E\) is no larger than the \((q+1)\)-th; fewer than \(p\) above means it is no smaller. The latter condition also forces \(p\ge1\). The number `d` is a ceiling on the spectrum of \(D\), and `hL` is the gap condition \(d<L\).

For the proof, suppose \(E\le d\) and pick \(t\) with \(d<t<L\). Fewer than \(p\) eigenvalues exceed \(t\), so the first count gives \(L\le t\), a contradiction. Hence \(E>d\), and both counts apply at \(t=E\), giving \(L\le E\le L\). These are `up`, `hdE` and the closing `le_antisymm`.

```lean
/-- Talman's min-max principle, with `p` upper and `q` lower components: if Talman's level
exceeds a bound `d` on the eigenvalues of `D`, it equals the `(q+1)`-th smallest eigenvalue `E`
of the Hamiltonian, the number with at most `q` eigenvalues below and fewer than `p` above. -/
theorem talman_minmax (hH : (blockHam A B D).IsHermitian) (hD : D.IsHermitian) {d E : ℝ}
    (hd : ∀ j, hD.eigenvalues j ≤ d) (hL : (d : EReal) < talmanLevel (blockHam A B D))
    (hE : Fintype.card {i // hH.eigenvalues i < E} ≤ Fintype.card n)
    (hE' : Fintype.card {i // E < hH.eigenvalues i} < Fintype.card m) :
    talmanLevel (blockHam A B D) = E := by
  obtain ⟨C, hC⟩ := excess_spectral hD
  have hDt : ∀ t, d < t → ∀ z, z ≠ 0 → excess D t z < 0 := by
    intro t ht z hz
    by_contra! h
    have h1 : excess D d z ≤ 0 := by
      rw [hC]
      exact Finset.sum_nonpos fun j _ =>
        mul_nonpos_iff.2 (Or.inr ⟨sub_nonpos.2 (hd j), Complex.normSq_nonneg _⟩)
    linarith [(rayleigh_iff D hz t).2.2 h, (rayleigh_iff D hz d).1.2 h1]
  have ne : ∀ x : m → ℂ, x ≠ 0 → ∀ y : n → ℂ, Sum.elim x y ≠ 0 := fun x hx y h =>
    hx (funext fun i => congrFun h (Sum.inl i))
  have up : ∀ t : ℝ, d < t → E ≤ t → talmanLevel (blockHam A B D) ≤ t := by
    intro t ht hEt
    obtain ⟨x, hx, h⟩ := exists_upper hH (hDt t ht) (lt_of_le_of_lt
      (Fintype.card_subtype_mono _ _ fun i hi => by exact lt_of_le_of_lt hEt hi) hE')
    exact iInf_le_of_le ⟨x, hx⟩ (iSup_le fun y =>
      EReal.coe_le_coe_iff.2 ((rayleigh_iff _ (ne x hx y) t).1.2 (h y)))
  -- the eigenvalue `E` itself lies above `D`
  have hdE : d < E := by
    by_contra! h
    obtain ⟨t, h1, h2⟩ := EReal.lt_iff_exists_real_btwn.1 hL
    have h3 := EReal.coe_lt_coe_iff.1 h1
    exact absurd (up t h3 (h.trans h3.le)) (not_le_of_gt h2)
  refine le_antisymm (up E hdE le_rfl) (le_iInf fun x => ?_)
  obtain ⟨y, hy⟩ := exists_lower hH (hDt E hdE) hE x.1
  exact le_iSup_of_le y (EReal.coe_le_coe_iff.2 ((rayleigh_iff _ (ne x.1 x.2 y) E).2.2 hy))
```

With \(q=0\) this is the ordinary minimum principle for the lowest eigenvalue.

**Q.** Show me numbers.

**A.** Take \(p=2\), \(q=1\), \(A=\mathrm{diag}(3,7)\), \(B=(4,0)^T\), \(D=-3\). The eigenvalues are \(-5,5,7\). Setting \(y=0\) gives \(R(x,0)\ge3\), so \(L\ge3>-3\): the gap condition holds, and the theorem predicts \(L=5\). For \(x=(1,0)\),

\[
Q_5^H(x,y)=-2+8\,\mathrm{Re}\,y-8|y|^2=-8\,|y-\tfrac12|^2\le0,
\]

so the supremum is \(5\), reached at \(y=\tfrac12\). For any other \(x=(a,b)\), the choice \(y=a/2\) gives \(Q_5^H=2|b|^2\ge0\), so the supremum is at least \(5\).

**Q.** And without the gap condition?

**A.** Keep \(p=2\), \(q=1\), but take \(A=0\), \(B=0\), \(D=1\). Then \(R=|y|^2/(|x|^2+|y|^2)\), whose supremum over \(y\) is \(1\) for every \(x\neq0\). So \(L=1\), while the second smallest of the eigenvalues \(0,0,1\) is \(0\). Here \(L\) only equals the eigenvalue of \(D\) and does not exceed it.

**Q.** Must I compute \(L\) to check a condition on \(L\)?

**A.** Not if the spectrum of \(A\) lies wholly above that of \(D\). Setting \(y=0\) gives \(R(x,0)=R_A(x)\), the Rayleigh quotient of \(A\). If that is always at least \(c>d\), then \(L\ge c>d\), whatever the coupling \(B\).

```lean
omit [DecidableEq m] [DecidableEq n] in
/-- If all Rayleigh quotients of `A` are at least `c`, then Talman's level exceeds every
`d < c`, for any coupling `B`. -/
theorem gap_of_upper_block {c d : ℝ} (hdc : d < c) (hA : ∀ x, x ≠ 0 → c ≤ rayleigh A x) :
    (d : EReal) < talmanLevel (blockHam A B D) := by
  refine lt_of_lt_of_le (EReal.coe_lt_coe_iff.2 hdc) (le_iInf fun x => ?_)
  have h : rayleigh (blockHam A B D) (Sum.elim x.1 0) = rayleigh A x.1 := by
    simp [rayleigh, blockHam, fromBlocks_mulVec, dotProduct, Fintype.sum_sum_type]
  exact le_iSup_of_le 0 (EReal.coe_le_coe_iff.2 (h ▸ hA x.1 x.2))

end

end TalmanMinMax
```

For a Dirac particle of rest energy \(mc^2\) (here \(c\) is the speed of light) in a potential \(V\), the diagonal blocks \(A\) and \(D\) represent \(V+mc^2\) and \(V-mc^2\), so the spectrum of \(A\) lies above that of \(D\) if \(V\) varies by less than \(2mc^2\). A point-nucleus Coulomb potential is unbounded, so this criterion on \(V\) doesn't apply. You can still compare the spectra of the actual matrices \(A\) and \(D\); if that of \(A\) isn't wholly above that of \(D\), the gap condition may still hold, but it needs another lower bound on \(L\).

**Q.** So is this Talman's principle for the Dirac operator?

**A.** It is the matrix version, for the first level after the \(q\) lowest ones. It doesn't treat the operator on its infinite-dimensional space, or how well a basis approximates it: a poor basis can satisfy every hypothesis and still give a poor energy.

```lean
#print axioms TalmanMinMax.talman_minmax
#print axioms TalmanMinMax.gap_of_upper_block
```

```
'TalmanMinMax.talman_minmax' depends on axioms: [propext, Classical.choice, Quot.sound]
'TalmanMinMax.gap_of_upper_block' depends on axioms: [propext, Classical.choice, Quot.sound]
```
